# Hund's third rule: the spin–orbit constant of the Hund ground term changes sign at half filling

Fill every orbital $m=-l,\dots,l$ of a shell with a spin-up electron, and the $k$ highest orbitals also with spin down. Then $\sum m\,m_s=-M_L/2$, with $M_L=k(2l+1-k)/2$. Suppose that $1\le k\le 2l$, that the one-electron spin–orbit constant $\zeta$ is positive, and that the multiplet is split by $A\,\mathbf L\cdot\mathbf S$ with $L=M_L$ and $S=M_S$. Matching $A\,LS$ to the spin–orbit energy $\zeta\sum m\,m_s$ of this filling gives $A=-\zeta/(2S)$, and the level $J=L+S$ lies lowest: the multiplet is inverted. With $k$ spin-up electrons alone in the highest orbitals, $A=+\zeta/(2S)$ and $J=|L-S|$ lies lowest.

This bears on assigning the ground level of a free open-shell atom or ion, within a model of one shell, one term and one coupling parameter.

## Determinants and the effective coupling

An electron is a pair of an orbital $m$ and a spin, and a determinant is a finite set of such pairs, so the Pauli principle is built in. Projections are in units of $\hbar$.

In Lean 4 with Mathlib:

```lean
import Mathlib

open Finset

namespace HundThirdRule

noncomputable section

/-- The spin projection of an electron: `true` is spin up, `false` is spin down. -/
def ms : Bool → ℝ
  | true => 1 / 2
  | false => -1 / 2

/-- The determinant with spin-up electrons in the orbitals `U` and spin-down electrons in `D`. -/
def electrons (U D : Finset ℤ) : Finset (ℤ × Bool) :=
  U ×ˢ {true} ∪ D ×ˢ {false}

/-- All orbitals `m = -l, ..., l` of a shell. -/
def shell (l : ℕ) : Finset ℤ := Icc (-(l : ℤ)) l

/-- The `k` orbitals of largest `m`, counted downwards from `m = l`. -/
def highest (l k : ℕ) : Finset ℤ := Icc ((l : ℤ) + 1 - k) l
```

The totals $M_L$, $M_S$ and $\sum m\,m_s$ are sums over the determinant. The last, times $\zeta$, is the expectation value of $\zeta\sum\mathbf l\cdot\mathbf s$, because the ladder terms have no diagonal element.

```lean
/-- Total orbital projection of a determinant. -/
def totalML (C : Finset (ℤ × Bool)) : ℝ := ∑ e ∈ C, (e.1 : ℝ)

/-- Total spin projection of a determinant. -/
def totalMS (C : Finset (ℤ × Bool)) : ℝ := ∑ e ∈ C, ms e.2

/-- The sum of `m * ms` over the electrons of a determinant. -/
def spinOrbit (C : Finset (ℤ × Bool)) : ℝ := ∑ e ∈ C, (e.1 : ℝ) * ms e.2

/-- All orbitals filled with spin up, and the `k` highest ones also with spin down. -/
def moreThanHalf (l k : ℕ) : Finset (ℤ × Bool) := electrons (shell l) (highest l k)

/-- Only the `k` highest orbitals filled, all with spin up. -/
def lessThanHalf (l k : ℕ) : Finset (ℤ × Bool) := electrons (highest l k) ∅
```

Within one term, the spin–orbit interaction is taken to act as $A\,\mathbf L\cdot\mathbf S$. This is assumed, and it enters through the level energies $E(J)=\tfrac A2[J(J+1)-L(L+1)-S(S+1)]$.

```lean
/-- Energy of the level `J` of a multiplet `L, S` under the coupling `A L·S`. -/
def levelEnergy (A L S J : ℝ) : ℝ :=
  A / 2 * (J * (J + 1) - L * (L + 1) - S * (S + 1))
```

## Electrons in the highest orbitals

Choosing the largest $m$ for the electrons that are free to choose reflects Hund's second rule. By hand,
$$l+(l-1)+\dots+(l-k+1)=kl-\frac{k(k-1)}2=\frac{k(2l+1-k)}2 .$$
`sum_electrons` splits any sum over a determinant into its two spin parts. `sum_highest` then proves the formula by induction: the next electron enters $m=l-k$, and
$$\frac{k(2l+1-k)}2+l-k=\frac{(k+1)(2l-k)}2 .$$
Setting $k=2l+1$ shows that the full shell sums to zero. Any other choice of $k$ orbitals of the shell has a smaller sum.

```lean
/-- A sum over the electrons splits into a spin-up and a spin-down part. -/
theorem sum_electrons (U D : Finset ℤ) (f : ℤ × Bool → ℝ) :
    ∑ e ∈ electrons U D, f e = ∑ m ∈ U, f (m, true) + ∑ m ∈ D, f (m, false) := by
  have hd : Disjoint (U ×ˢ ({true} : Finset Bool)) (D ×ˢ ({false} : Finset Bool)) := by
    rw [Finset.disjoint_left]
    intro e h1 h2
    have a := Finset.mem_singleton.1 (Finset.mem_product.1 h1).2
    have b := Finset.mem_singleton.1 (Finset.mem_product.1 h2).2
    exact absurd (a.symm.trans b) (by decide)
  rw [electrons, Finset.sum_union hd, Finset.sum_product, Finset.sum_product]
  simp only [Finset.sum_singleton]

/-- The `k` largest values of `m` add up to `k (2l + 1 - k) / 2`. -/
theorem sum_highest (l k : ℕ) :
    ∑ m ∈ highest l k, (m : ℝ) = k * (2 * l + 1 - k) / 2 := by
  induction k with
  | zero => simp [highest]
  | succ k ih =>
    -- one more electron enters the orbital m = l - k
    have hs : highest l (k + 1) = insert ((l : ℤ) - k) (highest l k) := by
      ext m
      simp only [highest, Finset.mem_insert, Finset.mem_Icc]
      omega
    have hn : ((l : ℤ) - k) ∉ highest l k := by
      simp only [highest, Finset.mem_Icc]
      omega
    rw [hs, Finset.sum_insert hn, ih]
    push_cast
    ring

lemma shell_eq (l : ℕ) : shell l = highest l (2 * l + 1) := by
  ext m
  simp only [shell, highest, Finset.mem_Icc]
  omega

lemma sum_shell (l : ℕ) : ∑ m ∈ shell l, (m : ℝ) = 0 := by
  rw [shell_eq, sum_highest]
  push_cast
  ring

lemma card_highest (l k : ℕ) : (highest l k).card = k := by
  rw [highest, Int.card_Icc]
  omega
```

## A complete set of spin-up electrons

Hund's first rule fills all spin-up orbitals before any spin is paired. If $U$ and $D$ are the spin-up and spin-down orbitals, then
$$\sum m\,m_s=\tfrac12\sum_U m-\tfrac12\sum_D m=-\tfrac12M_L+\sum_U m .$$
For a full shell the last sum vanishes, whatever $D$ is. That is the term removed by `linear_combination h` in `spinOrbit_full_up`. If $\sum_U m\neq0$, the identity fails. With $D$ empty the sum is $+M_L/2$ instead, for any $U$.

```lean
/-- With all orbitals filled with spin up and any set `D` filled with spin down, the sum of
`m * ms` is minus half the total orbital projection. -/
theorem spinOrbit_full_up (l : ℕ) (D : Finset ℤ) :
    spinOrbit (electrons (shell l) D) = -totalML (electrons (shell l) D) / 2 := by
  have h := sum_shell l
  simp only [spinOrbit, totalML, sum_electrons, ms, ← Finset.sum_mul]
  linear_combination h

/-- With spin-up electrons only, the sum of `m * ms` is plus half the total orbital
projection. -/
theorem spinOrbit_only_up (U : Finset ℤ) :
    spinOrbit (electrons U ∅) = totalML (electrons U ∅) / 2 := by
  simp only [spinOrbit, totalML, sum_electrons, ms, ← Finset.sum_mul, Finset.sum_empty]
  ring
```

## The stretched state: $L=M_L$ and $S=M_S$

The hypotheses `hL` and `hS` identify the quantum numbers of the term with the projections of the determinant. Physically, the determinant is the state of the term with maximal projections, in which $\mathbf L\cdot\mathbf S$ has expectation value $LS$. Without this identification, $A\,LS$ would not be the energy to compare with $\zeta\sum m\,m_s$.

Counting spins gives $M_S=\tfrac12(2l+1)-\tfrac12k=(2l+1-k)/2$ beyond half filling and $M_S=k/2$ below it. $M_L$ is the same in both cases.

```lean
/-- Total projections when `k` spin-down electrons are added to the half-filled shell. -/
theorem projections_moreThanHalf (l k : ℕ) :
    totalML (moreThanHalf l k) = k * (2 * l + 1 - k) / 2 ∧
      totalMS (moreThanHalf l k) = (2 * l + 1 - k) / 2 := by
  constructor
  · rw [totalML, moreThanHalf, sum_electrons, sum_shell, sum_highest, zero_add]
  · simp only [totalMS, moreThanHalf, sum_electrons, ms, Finset.sum_const, nsmul_eq_mul,
      shell_eq, card_highest]
    push_cast
    ring

/-- Total projections of `k` spin-up electrons in the highest orbitals. -/
theorem projections_lessThanHalf (l k : ℕ) :
    totalML (lessThanHalf l k) = k * (2 * l + 1 - k) / 2 ∧
      totalMS (lessThanHalf l k) = k / 2 := by
  constructor
  · rw [totalML, lessThanHalf, sum_electrons, sum_highest, Finset.sum_empty, add_zero]
  · simp only [totalMS, lessThanHalf, sum_electrons, ms, Finset.sum_const, nsmul_eq_mul,
      card_highest, Finset.card_empty, Nat.cast_zero]
    ring
```

## The range $1\le k\le 2l$

These bounds exclude fillings with $L=0$, where there is no multiplet to split. By hand, one cancels $L$ and divides by $S$ in
$$A\,LS=\mp\zeta\,\frac L2\quad\Longleftrightarrow\quad A=\mp\frac{\zeta}{2S},$$
with the upper sign beyond half filling. The proof obtains `hL0` and `hS0` from the bounds and passes them to `solve_coupling`.

The trap is to cancel $L$ at half filling. That shell can be described as $k=0$ in the first family or as $k=2l+1$ in the second, and careless cancellation would give it $A=-\zeta/(2S)$ and $A=+\zeta/(2S)$ at once. In fact the equation reads $0=0$ and fixes no $A$.

```lean
lemma solve_coupling {a b : ℝ} (ha : 0 < a) (hb : 0 < b) (A z : ℝ) :
    A * (a * b) = z * (a / 2) ↔ A = z / (2 * b) := by
  rw [eq_div_iff (mul_ne_zero two_ne_zero hb.ne')]
  constructor
  · intro h
    apply mul_left_cancel₀ ha.ne'
    linear_combination 2 * h
  · intro h
    linear_combination (a / 2) * h
```

## Positive $\zeta$ and the allowed $J$

The constant $\zeta$ is the radial average of the spin–orbit interaction, positive for an electron in the attractive field of a nucleus. For a given filling, its sign fixes the sign of $A$, and the order of the levels follows from
$$E(J')-E(J)=\tfrac A2\,(J'-J)(J'+J+1).$$
For $0\le J<J'$ both brackets are positive, so $E$ rises with $J$ when $A>0$; this is `level_lt`. For $\zeta<0$ both orders would reverse, and for $\zeta=0$ all levels would coincide.

```lean
lemma level_lt {A J J' : ℝ} (L S : ℝ) (hA : 0 < A) (hJ : 0 ≤ J) (h : J < J') :
    levelEnergy A L S J < levelEnergy A L S J' := by
  -- the difference is A/2 (J' - J)(J' + J + 1)
  have h1 : 0 < A / 2 * ((J' - J) * (J' + J + 1)) :=
    mul_pos (half_pos hA) (mul_pos (sub_pos.2 h) (by linarith))
  have h2 : levelEnergy A L S J' - levelEnergy A L S J
      = A / 2 * ((J' - J) * (J' + J + 1)) := by
    unfold levelEnergy
    ring
  linarith
```

Beyond half filling $A$ is negative, so the proof applies `level_lt` to $-A$ and reverses the inequality. The condition $|L-S|\le J$ supplies $J\ge0$. The condition $J<L+S$ is essential, since a larger $J$ would have a still lower energy. Here $J$ is any real number in the range, which includes the physical values in integer steps.

The theorem has two parts: the matching equation holds exactly when $A=-\zeta/(2S)$, and for that $A$ the level $J=L+S$ lies below the others. For $l=1$, $k=1$ (the configuration $p^4$) it gives $L=S=1$, $A=-\zeta/2$ and a lowest level $J=2$.

```lean
/-- Hund's third rule beyond half filling: `A ML MS` matches `ζ ∑ m ms` exactly for `A = -ζ / (2
MS)`, and for this `A` the level `J = L + S` lies below every `J` with `|L - S| ≤ J < L + S`. -/
theorem hund_third_rule_moreThanHalf (l k : ℕ) (hk : 1 ≤ k) (hkl : k ≤ 2 * l)
    (ζ : ℝ) (hζ : 0 < ζ) (A L S : ℝ)
    (hL : L = totalML (moreThanHalf l k)) (hS : S = totalMS (moreThanHalf l k)) :
    (A * (L * S) = ζ * spinOrbit (moreThanHalf l k) ↔ A = -ζ / (2 * S)) ∧
      (A = -ζ / (2 * S) → ∀ J, |L - S| ≤ J → J < L + S →
        levelEnergy A L S (L + S) < levelEnergy A L S J) := by
  have h1 : (1 : ℝ) ≤ k := by exact_mod_cast hk
  have h2 : (k : ℝ) ≤ 2 * l := by exact_mod_cast hkl
  have hS0 : 0 < S := by
    rw [hS, (projections_moreThanHalf l k).2]
    linarith
  have hL0 : 0 < L := by
    rw [hL, (projections_moreThanHalf l k).1]
    exact div_pos (mul_pos (by linarith) (by linarith)) two_pos
  have hso : spinOrbit (moreThanHalf l k) = -L / 2 := by
    rw [hL]
    exact spinOrbit_full_up l (highest l k)
  constructor
  · rw [hso, ← solve_coupling hL0 hS0 A (-ζ), show ζ * (-L / 2) = -ζ * (L / 2) by ring]
  · intro hA J hJ hJ'
    have hneg : 0 < -A := by
      rw [hA, neg_div, neg_neg]
      exact div_pos hζ (mul_pos two_pos hS0)
    -- a negative coupling constant reverses the order of the levels
    have h := level_lt L S hneg ((abs_nonneg _).trans hJ) hJ'
    unfold levelEnergy at h ⊢
    linarith
```

Below half filling $A$ is positive, and `level_lt` applies directly. No upper bound on $J$ is needed, because every higher $J$ has a higher energy.

```lean
/-- Hund's third rule below half filling: `A ML MS` matches `ζ ∑ m ms` exactly for
`A = ζ / (2 MS)`, and for this `A` the level `J = |L - S|` lies below all higher `J`. -/
theorem hund_third_rule_lessThanHalf (l k : ℕ) (hk : 1 ≤ k) (hkl : k ≤ 2 * l)
    (ζ : ℝ) (hζ : 0 < ζ) (A L S : ℝ)
    (hL : L = totalML (lessThanHalf l k)) (hS : S = totalMS (lessThanHalf l k)) :
    (A * (L * S) = ζ * spinOrbit (lessThanHalf l k) ↔ A = ζ / (2 * S)) ∧
      (A = ζ / (2 * S) → ∀ J, |L - S| < J →
        levelEnergy A L S |L - S| < levelEnergy A L S J) := by
  have h1 : (1 : ℝ) ≤ k := by exact_mod_cast hk
  have h2 : (k : ℝ) ≤ 2 * l := by exact_mod_cast hkl
  have hS0 : 0 < S := by
    rw [hS, (projections_lessThanHalf l k).2]
    linarith
  have hL0 : 0 < L := by
    rw [hL, (projections_lessThanHalf l k).1]
    exact div_pos (mul_pos (by linarith) (by linarith)) two_pos
  have hso : spinOrbit (lessThanHalf l k) = L / 2 := by
    rw [hL]
    exact spinOrbit_only_up (highest l k)
  constructor
  · rw [hso]
    exact solve_coupling hL0 hS0 A ζ
  · intro hA J hJ
    have hpos : 0 < A := by
      rw [hA]
      exact div_pos hζ (mul_pos two_pos hS0)
    exact level_lt L S hpos (abs_nonneg _) hJ

end

end HundThirdRule
```

Both theorems take the Hund term as given; that it is the lowest term, and that mixing with other terms is negligible, are physical assumptions.

```lean
#print axioms HundThirdRule.hund_third_rule_moreThanHalf
-- 'HundThirdRule.hund_third_rule_moreThanHalf' depends on axioms: [propext, Classical.choice, Quot.sound]
#print axioms HundThirdRule.hund_third_rule_lessThanHalf
-- 'HundThirdRule.hund_third_rule_lessThanHalf' depends on axioms: [propext, Classical.choice, Quot.sound]
```
